# The G condition implies the Pauli bounds at fixed particle number

## Density matrices and the particle-hole matrix

Take a finite set of orthonormal orbitals, labelled $i,j,k,l$. For vectors, $\langle x,y\rangle=\sum_i \overline{x_i}\,y_i$ and $|x|^2=\langle x,x\rangle$. For a state of $N$ fermions with creation operators $a_i^\dagger$, the one- and two-particle density matrices are

$$g(i,k)=\langle a_i^\dagger a_k\rangle,\qquad D(ij,kl)=\langle a_i^\dagger a_j^\dagger a_l a_k\rangle .$$

Only three properties of these matrices are kept: $D$ changes sign when either index pair is exchanged, and

$$\sum_j D(ij,kj)=(N-1)\,g(i,k),\qquad \operatorname{tr} g=N>0 .$$

The contraction rule expresses a sharp particle number: after $a_k$ has removed one electron, $N-1$ remain to be counted. The particle-hole matrix is

$$G(ij,kl)=\delta_{jl}\,g(i,k)-D(il,kj),$$

which for a state equals $\langle a_i^\dagger a_j a_l^\dagger a_k\rangle$. A matrix $A$ on orbitals stands for the one-body operator $\hat A=\sum_{kl}A_{kl}\,a_l^\dagger a_k$. Read as a vector on pairs, it gives $\langle A,GA\rangle=\langle\hat A^\dagger\hat A\rangle$ and $\operatorname{tr}(gA)=\langle\hat A\rangle$.

**Claim.** Under the three properties, if $G$ is positive semidefinite (the G condition), then so are $g$ and $1-g$. Every occupation number therefore lies between 0 and 1.

In a variational calculation over two-particle matrices in a finite orbital basis, with these linear relations and the G condition imposed, separate Pauli constraints on $g$ are redundant. The claim does not say that $D$ comes from a state.

## Derivation from number fluctuations

**The matrix $g$ is Hermitian.** Antisymmetry gives $D(ik,kk)=D(kk,ik)=0$, so $G(ik,kk)=g(i,k)$ and $G(kk,ik)=g(k,i)$. Since $G$ is Hermitian, $g(i,k)=\overline{g(k,i)}$.

**The occupation operator.** For a vector $p$ on the orbitals, not necessarily normalised, put $A_{kl}=p_k\overline{p_l}$ and $s=\langle p,gp\rangle$. Then

$$\langle A,GA\rangle=\sum_{ijkl}\overline{p_i}\,p_j\,\bigl[\delta_{jl}\,g(i,k)-D(il,kj)\bigr]\,p_k\,\overline{p_l}.$$

The product $p_jp_k$ is symmetric and $D(il,kj)$ is antisymmetric in $j,k$, so the second term vanishes. The first gives $|p|^2 s$. For a state and normalised $p$ this is $\langle\hat n_p^2\rangle=\langle\hat n_p\rangle$, where $\hat n_p=a_p^\dagger a_p$ and $a_p=\sum_k p_k a_k$; the orbital counted by $\hat n_p$ has coefficients $\overline{p_i}$.

**The number operator.** It corresponds to $A=1$, and

$$(G1)(i,j)=g(i,j)-\sum_k D(ik,kj)=g(i,j)+\sum_k D(ik,jk)=N\,g(i,j).$$

**A fluctuation bound.** For any $A$, write $t=\operatorname{tr}(gA)$. Because $g$ is Hermitian, $\langle A,g\rangle=\overline{t}$. Hence $\langle A,G1\rangle=N\overline{t}$, $\langle 1,GA\rangle=Nt$ and $\langle 1,G1\rangle=N\operatorname{tr}g=N^2$. With $c=t/N$,

$$0\le\langle A-c1,\,G(A-c1)\rangle=\langle A,GA\rangle-cN\overline{t}-\overline{c}Nt+|c|^2N^2=\langle A,GA\rangle-|t|^2 .$$

**The Pauli bounds.** For the occupation operator $t=s$, which is real, so the bound reads $s^2\le|p|^2s$. If $s<0$, the left side is positive and the right side is not. If $s>|p|^2$, then $s>0$, and division by $s$ gives $s\le|p|^2$, a contradiction. Hence $0\le s\le|p|^2$ for every $p$, which is the claim.

## The objects in Lean

The orbitals form a finite type `n`. The opened `ComplexOrder` makes $0\le z$ mean that $z$ is real and nonnegative.

```lean
import Mathlib

open Matrix
open scoped ComplexOrder

namespace GImpliesPauli

noncomputable section

variable {n : Type*} [Fintype n] [DecidableEq n]
```

The three properties become a structure, except that $N>0$ is left as a separate hypothesis of the theorems that need it. Here `N` is a real number, so integer particle number is not required, and no positivity or Hermiticity of `D` is assumed.

```lean
/-- `D` is antisymmetric in both orbital pairs, contracts to `(N - 1) g`, and `g` has trace `N`. -/
structure IsReducedPair (D : Matrix (n × n) (n × n) ℂ) (g : Matrix n n ℂ) (N : ℝ) : Prop where
  anti_left : ∀ i j k l, D (i, j) (k, l) = -D (j, i) (k, l)
  anti_right : ∀ i j k l, D (i, j) (k, l) = -D (i, j) (l, k)
  contract : ∀ i k, ∑ j, D (i, j) (k, j) = ((N : ℂ) - 1) * g i k
  trace_eq : g.trace = (N : ℂ)
```

Pairs are elements of `n × n`. In definitions on pairs, such as the next two, `p` and `q` are pairs rather than the vector $p$ above, and `p.1`, `p.2` are the first and second orbital of the pair `p`.

```lean
/-- The particle-hole matrix `G(ij,kl) = δ_jl g(i,k) - D(il,kj)`. -/
def particleHole (D : Matrix (n × n) (n × n) ℂ) (g : Matrix n n ℂ) :
    Matrix (n × n) (n × n) ℂ :=
  fun p q => (if p.2 = q.2 then g p.1 q.1 else 0) - D (p.1, q.2) (q.1, p.2)

/-- The coefficients of a one-body operator, read as a vector on orbital pairs. -/
def pairVec (A : Matrix n n ℂ) : n × n → ℂ := fun p => A p.1 p.2
```

## Hermiticity and the occupation form

The first lemma is $\langle x,My\rangle=\overline{\langle y,Mx\rangle}$ for Hermitian $M$.

```lean
omit [DecidableEq n] in
/-- Exchanging the two vectors in a matrix element of a Hermitian matrix conjugates it. -/
theorem hermitian_form_conj {M : Matrix n n ℂ} (hM : M.IsHermitian) (x y : n → ℂ) :
    star x ⬝ᵥ M *ᵥ y = star (star y ⬝ᵥ M *ᵥ x) := by
  rw [Matrix.star_dotProduct, Matrix.star_mulVec, hM.eq, ← Matrix.dotProduct_mulVec]
```

Next, `h1` and `h2` are the two vanishing elements of $D$, each obtained from $D=-D$. Hermiticity of $G$ at the pairs `(i, k)` and `(k, k)` then gives that of $g$.

```lean
variable {D : Matrix (n × n) (n × n) ℂ} {g : Matrix n n ℂ} {N : ℝ}

/-- If `D` and `g` form a reduced pair and `G` is Hermitian, then `g` is Hermitian. -/
theorem density_isHermitian (h : IsReducedPair D g N)
    (hG : (particleHole D g).IsHermitian) : g.IsHermitian := by
  ext i k
  -- a doubly occupied orbital has no pair amplitude
  have h1 : D (k, k) (i, k) = 0 := by
    linear_combination (h.anti_left k k i k) / 2
  have h2 : D (i, k) (k, k) = 0 := by
    linear_combination (h.anti_right i k k k) / 2
  simpa [particleHole, h1, h2] using hG.apply (i, k) (k, k)
```

In the occupation form, `vecMulVec p (star p)` is the matrix $p_k\overline{p_l}$. The statement `key` removes the $D$ term: exchanging the summation indices `j` and `k` shows that the sum equals its own negative. The `calc` block expands the form, evaluates the Kronecker delta and factors what remains into $|p|^2 s$.

```lean
/-- For a reduced pair and any vector `p`, the `G` form of the matrix with entries
`p k * star (p l)` is `|p|²` times `⟨p, g p⟩`. -/
theorem occupation_form (h : IsReducedPair D g N) (p : n → ℂ) :
    star (pairVec (vecMulVec p (star p))) ⬝ᵥ
      particleHole D g *ᵥ pairVec (vecMulVec p (star p)) =
    (star p ⬝ᵥ p) * (star p ⬝ᵥ g *ᵥ p) := by
  -- the pair part is odd under exchange of two equal orbitals
  have key : ∀ i, ∑ j, ∑ k, ∑ l,
      star (p i) * p j * D (i, l) (k, j) * p k * star (p l) = 0 := by
    intro i
    have e : ∑ j, ∑ k, ∑ l, star (p i) * p j * D (i, l) (k, j) * p k * star (p l) =
        -∑ j, ∑ k, ∑ l, star (p i) * p j * D (i, l) (k, j) * p k * star (p l) := by
      refine Finset.sum_comm.trans ?_
      simp only [← Finset.sum_neg_distrib]
      refine Finset.sum_congr rfl fun j _ => Finset.sum_congr rfl fun k _ =>
        Finset.sum_congr rfl fun l _ => ?_
      rw [h.anti_right i l j k]
      ring
    linear_combination e / 2
  calc _ = ∑ i, ∑ j, ∑ k, ∑ l,
        (star (p i) * p j * (if j = l then g i k else 0) * p k * star (p l) -
          star (p i) * p j * D (i, l) (k, j) * p k * star (p l)) := by
        simp only [dotProduct, mulVec, Fintype.sum_prod_type, Finset.mul_sum, pairVec,
          vecMulVec_apply, Pi.star_apply, particleHole, star_mul', star_star]
        refine Finset.sum_congr rfl fun i _ => Finset.sum_congr rfl fun j _ =>
          Finset.sum_congr rfl fun k _ => Finset.sum_congr rfl fun l _ => ?_
        ring
    _ = ∑ i, ∑ j, ∑ k, star (p i) * p j * g i k * p k * star (p j) := by
        simp only [Finset.sum_sub_distrib, key, sub_zero, mul_ite,
          ite_mul, mul_zero, zero_mul, Finset.sum_ite_eq, Finset.mem_univ, if_true]
    _ = _ := by
        rw [mul_comm (star p ⬝ᵥ p)]
        simp only [dotProduct, mulVec, Pi.star_apply]
        rw [Finset.sum_mul_sum]
        refine Finset.sum_congr rfl fun i _ => Finset.sum_congr rfl fun j _ => ?_
        rw [Finset.mul_sum, Finset.sum_mul]
        exact Finset.sum_congr rfl fun k _ => by ring
```

## The fluctuation bound and the theorem

The bound holds for every one-body operator, Hermitian or not. In its proof `hG1` is $G1=Ng$, `hB` is $\langle B,g\rangle=\overline{\operatorname{tr}(gB)}$, and `h1A` is $\langle 1,GA\rangle=Nt$. The number `c` is the mean per particle, and `e` is the expansion of the shifted form. Positivity of $G$ on the shifted vector finishes the argument.

```lean
/-- For a reduced pair with `N > 0` and `G` positive semidefinite, every one-body operator `A`
obeys `|tr (g A)|² ≤ ⟨A, G A⟩`. -/
theorem fluctuation_bound (h : IsReducedPair D g N) (hN : 0 < N)
    (hG : (particleHole D g).PosSemidef) (A : Matrix n n ℂ) :
    ‖(g * A).trace‖ ^ 2 ≤ (star (pairVec A) ⬝ᵥ particleHole D g *ᵥ pairVec A).re := by
  have hg := density_isHermitian h hG.isHermitian
  have hNs : star (N : ℂ) = N := Complex.conj_ofReal N
  -- `G` sends the number operator to `N g`
  have hG1 : particleHole D g *ᵥ pairVec 1 = (N : ℂ) • pairVec g := by
    ext ⟨i, j⟩
    have e : ∑ k, D (i, k) (k, j) = -(((N : ℂ) - 1) * g i j) := by
      rw [← h.contract i j, ← Finset.sum_neg_distrib]
      exact Finset.sum_congr rfl fun k _ => h.anti_right i k k j
    simp only [mulVec, dotProduct, Fintype.sum_prod_type, pairVec, particleHole,
      Matrix.one_apply, mul_ite, mul_one, mul_zero, Finset.sum_ite_eq, Finset.mem_univ,
      if_true, Finset.sum_sub_distrib, e, Pi.smul_apply, smul_eq_mul]
    ring
  have hB : ∀ B : Matrix n n ℂ, star (pairVec B) ⬝ᵥ pairVec g = star (g * B).trace := by
    intro B
    simp only [dotProduct, Fintype.sum_prod_type, pairVec, Pi.star_apply, Matrix.trace,
      Matrix.diag_apply, Matrix.mul_apply, star_sum, star_mul']
    refine Finset.sum_comm.trans ?_
    refine Finset.sum_congr rfl fun i _ => Finset.sum_congr rfl fun j _ => ?_
    rw [hg.apply j i, mul_comm]
  have hA := hB A
  have h11 : star (pairVec (1 : Matrix n n ℂ)) ⬝ᵥ pairVec g = N := by
    rw [hB, mul_one, h.trace_eq, hNs]
  have h1A : star (pairVec 1) ⬝ᵥ particleHole D g *ᵥ pairVec A = N * (g * A).trace := by
    rw [hermitian_form_conj hG.isHermitian (pairVec 1) (pairVec A), hG1, dotProduct_smul, hA,
      smul_eq_mul, star_mul', star_star, hNs]
  obtain ⟨c, hc⟩ : ∃ c : ℂ, c * N = (g * A).trace :=
    ⟨(g * A).trace / N, div_mul_cancel₀ _ (Complex.ofReal_ne_zero.mpr hN.ne')⟩
  -- subtract the mean of `A`, carried by the number operator
  have e : star (pairVec A - c • pairVec 1) ⬝ᵥ
      particleHole D g *ᵥ (pairVec A - c • pairVec 1) =
      star (pairVec A) ⬝ᵥ particleHole D g *ᵥ pairVec A
        - star (g * A).trace * (g * A).trace := by
    simp only [star_sub, star_smul, Matrix.mulVec_sub, Matrix.mulVec_smul, sub_dotProduct,
      dotProduct_sub, smul_dotProduct, dotProduct_smul, smul_eq_mul, h1A, hG1, hA, h11]
    linear_combination (star c * N - star (g * A).trace) * hc
  have hn : ∀ z : ℂ, (star z * z).re = ‖z‖ ^ 2 := by
    intro z
    rw [Complex.sq_norm, Complex.normSq_apply]
    simp [Complex.mul_re]
  have h0 := (Complex.le_def.mp
    (hG.dotProduct_mulVec_nonneg (pairVec A - c • pairVec 1))).1
  rw [e, Complex.sub_re, hn, Complex.zero_re] at h0
  linarith
```

The main theorem takes the reduced pair, `0 < N` and `(particleHole D g).PosSemidef`, and returns both positivity statements. Its `key` supplies, for each `p`, real numbers `s` and `m` equal to $\langle p,gp\rangle$ and $|p|^2$, with $0\le s\le m$. The two `nlinarith` calls are the two contradictions drawn from $s^2\le|p|^2s$.

```lean
/-- G implies Pauli: for a reduced pair with `N > 0`, if the particle-hole matrix `G` is
positive semidefinite, then so are `g` and `1 - g`. -/
theorem pauli_of_G (h : IsReducedPair D g N) (hN : 0 < N)
    (hG : (particleHole D g).PosSemidef) : g.PosSemidef ∧ (1 - g).PosSemidef := by
  have hg := density_isHermitian h hG.isHermitian
  have key : ∀ p : n → ℂ, ∃ s m : ℝ,
      star p ⬝ᵥ g *ᵥ p = s ∧ star p ⬝ᵥ p = m ∧ 0 ≤ s ∧ s ≤ m := by
    intro p
    obtain ⟨s, hs⟩ := Complex.conj_eq_iff_real.mp (hermitian_form_conj hg p p).symm
    have hm : star p ⬝ᵥ p = ((∑ i, ‖p i‖ ^ 2 : ℝ) : ℂ) := by
      push_cast
      exact Finset.sum_congr rfl fun i _ => Complex.conj_mul' (p i)
    have hm0 : 0 ≤ ∑ i, ‖p i‖ ^ 2 := by positivity
    have ht : (g * vecMulVec p (star p)).trace = star p ⬝ᵥ g *ᵥ p := by
      simp only [Matrix.trace, Matrix.diag_apply, Matrix.mul_apply, vecMulVec_apply,
        dotProduct, mulVec, Pi.star_apply, Finset.mul_sum]
      exact Finset.sum_congr rfl fun i _ => Finset.sum_congr rfl fun k _ => by ring
    -- the fluctuation bound for the occupation of `p` reads `s² ≤ |p|² s`
    have hf := fluctuation_bound h hN hG (vecMulVec p (star p))
    rw [ht, occupation_form h p, hs, hm, Complex.norm_real, Real.norm_eq_abs, sq_abs,
      ← Complex.ofReal_mul, Complex.ofReal_re] at hf
    refine ⟨s, _, hs, hm, ?_, ?_⟩
    · by_contra hneg
      have hlt := lt_of_not_ge hneg
      nlinarith [mul_nonneg hm0 (neg_nonneg.mpr hlt.le), mul_pos_of_neg_of_neg hlt hlt]
    · by_contra hgt
      have hlt := lt_of_not_ge hgt
      nlinarith [mul_pos (hm0.trans_lt hlt) (sub_pos.mpr hlt)]
  refine ⟨PosSemidef.of_dotProduct_mulVec_nonneg hg fun p => ?_,
    PosSemidef.of_dotProduct_mulVec_nonneg (Matrix.isHermitian_one.sub hg) fun p => ?_⟩
  · obtain ⟨s, m, hs, -, h0, -⟩ := key p
    rw [hs]
    exact Complex.zero_le_real.mpr h0
  · obtain ⟨s, m, hs, hm, -, h1⟩ := key p
    rw [Matrix.sub_mulVec, Matrix.one_mulVec, dotProduct_sub, hs, hm, ← Complex.ofReal_sub]
    exact Complex.zero_le_real.mpr (sub_nonneg.mpr h1)
```

## Two filled orbitals, and a failure of the converse

Both examples use a two-particle matrix that is diagonal up to antisymmetry. For a state, the weight $w(i,j)$ with $i\neq j$ would be the joint occupation $\langle\hat n_i\hat n_j\rangle$.

```lean
/-- The two-particle matrix `w(i,j) (δ_ik δ_jl - δ_il δ_jk)` with pair weights `w`. -/
def pairDensity (w : Matrix n n ℂ) : Matrix (n × n) (n × n) ℂ :=
  fun p q => w p.1 p.2 * ((1 : Matrix n n ℂ) p.1 q.1 * (1 : Matrix n n ℂ) p.2 q.2 -
    (1 : Matrix n n ℂ) p.1 q.2 * (1 : Matrix n n ℂ) p.2 q.1)
```

Two electrons in orbitals 0 and 1 of three satisfy every hypothesis of the theorem. Here $G$ is a sum of two positive parts: `d` selects the excitations from a filled orbital to the empty one, and `V` carries the mean values of one-body operators.

```lean
/-- Two electrons filling two of three orbitals form a reduced pair with `N = 2` and a positive
semidefinite `G`. -/
theorem pauli_of_G_witness :
    IsReducedPair (pairDensity !![0, 1, 0; 1, 0, 0; 0, 0, 0])
      (diagonal ![1, 1, 0] : Matrix (Fin 3) (Fin 3) ℂ) 2 ∧
    (particleHole (pairDensity !![0, 1, 0; 1, 0, 0; 0, 0, 0])
      (diagonal ![1, 1, 0] : Matrix (Fin 3) (Fin 3) ℂ)).PosSemidef := by
  have hw : ∀ i j, (!![0, 1, 0; 1, 0, 0; 0, 0, 0] : Matrix (Fin 3) (Fin 3) ℂ) i j =
      (!![0, 1, 0; 1, 0, 0; 0, 0, 0] : Matrix (Fin 3) (Fin 3) ℂ) j i := by
    intro i j
    fin_cases i <;> fin_cases j <;> simp
  refine ⟨⟨fun i j k l => ?_, fun i j k l => ?_, fun i k => ?_, ?_⟩, ?_⟩
  · simp only [pairDensity]
    rw [hw i j]
    ring
  · simp only [pairDensity]
    ring
  · fin_cases i <;> fin_cases k <;>
      simp [pairDensity, Fin.sum_univ_three, Matrix.one_apply] <;> norm_num
  · simp [Matrix.trace, Fin.sum_univ_three]
    norm_num
  · -- `G` is a sum of two squares: particle-hole excitations and the mean-value part
    let d : Fin 3 × Fin 3 → ℂ := fun p => ![1, 1, 0] p.1 * ![0, 0, 1] p.2
    let V : Matrix Unit (Fin 3 × Fin 3) ℂ :=
      fun _ p => (diagonal ![1, 1, 0] : Matrix (Fin 3) (Fin 3) ℂ) p.1 p.2
    have e : particleHole (pairDensity !![0, 1, 0; 1, 0, 0; 0, 0, 0])
        (diagonal ![1, 1, 0] : Matrix (Fin 3) (Fin 3) ℂ) =
        (diagonal d)ᴴ * diagonal d + Vᴴ * V := by
      rw [diagonal_conjTranspose, diagonal_mul_diagonal]
      ext ⟨i, j⟩ ⟨k, l⟩
      rw [Matrix.add_apply, Matrix.mul_apply, Fintype.sum_unique, Matrix.conjTranspose_apply]
      fin_cases i <;> fin_cases j <;> fin_cases k <;> fin_cases l <;>
        simp [particleHole, pairDensity, d, V, diagonal_apply]
    rw [e]
    exact (posSemidef_conjTranspose_mul_self _).add (posSemidef_conjTranspose_mul_self _)
```

The Pauli bounds together with the linear relations do not imply the G condition. On four half-filled orbitals with $N=2$, the weight $w(0,1)=1$ exceeds the occupation $1/2$, and $G(01,01)=1/2-1=-1/2$. This $D$ also has a negative diagonal element, $D(02,02)=-1/2$, so the example leaves open what happens when $D$ is required to be positive semidefinite as well.

```lean
/-- Pauli does not imply G: this reduced pair on four half-filled orbitals with `N = 2` has
`g` and `1 - g` positive semidefinite, but `G` is not. -/
theorem G_not_of_pauli :
    let D := pairDensity (!![0, 1, -1/2, 0; 1, 0, 0, -1/2; -1/2, 0, 0, 1; 0, -1/2, 1, 0] :
      Matrix (Fin 4) (Fin 4) ℂ)
    let g : Matrix (Fin 4) (Fin 4) ℂ := diagonal fun _ => 1 / 2
    IsReducedPair D g 2 ∧ g.PosSemidef ∧ (1 - g).PosSemidef ∧
      ¬ (particleHole D g).PosSemidef := by
  intro D g
  have hw : ∀ i j, (!![0, 1, -1/2, 0; 1, 0, 0, -1/2; -1/2, 0, 0, 1; 0, -1/2, 1, 0] :
      Matrix (Fin 4) (Fin 4) ℂ) i j =
      (!![0, 1, -1/2, 0; 1, 0, 0, -1/2; -1/2, 0, 0, 1; 0, -1/2, 1, 0] :
      Matrix (Fin 4) (Fin 4) ℂ) j i := by
    intro i j
    fin_cases i <;> fin_cases j <;> simp
  have hhalf : (0 : ℂ) ≤ 1 / 2 := by
    have h := Complex.zero_le_real.mpr (show (0 : ℝ) ≤ 1 / 2 by norm_num)
    push_cast at h
    exact h
  have hg : g.PosSemidef := Matrix.posSemidef_diagonal_iff.mpr fun _ => hhalf
  have hsub : 1 - g = g := by
    ext i j
    fin_cases i <;> fin_cases j <;> norm_num [g, Matrix.one_apply, diagonal_apply]
  refine ⟨⟨fun i j k l => ?_, fun i j k l => ?_, fun i k => ?_, ?_⟩, hg, ?_, fun hG => ?_⟩
  · simp only [D, pairDensity]
    rw [hw i j]
    ring
  · simp only [D, pairDensity]
    ring
  · fin_cases i <;> fin_cases k <;>
      simp [D, g, pairDensity, Fin.sum_univ_four, Matrix.one_apply] <;>
      norm_num
  · norm_num [g, Matrix.trace, Fin.sum_univ_four]
  · rw [hsub]
    exact hg
  · -- the diagonal element `G(01,01)` equals `1/2 - 1`
    have h := (Complex.le_def.mp (hG.diag_nonneg (i := ((0 : Fin 4), (1 : Fin 4))))).1
    norm_num [particleHole, D, g, pairDensity, Matrix.one_apply, diagonal_apply] at h

end

end GImpliesPauli
```

```lean
#print axioms GImpliesPauli.pauli_of_G
#print axioms GImpliesPauli.G_not_of_pauli
```

```
'GImpliesPauli.pauli_of_G' depends on axioms: [propext, Classical.choice, Quot.sound]
'GImpliesPauli.G_not_of_pauli' depends on axioms: [propext, Classical.choice, Quot.sound]
```

## Building the mean into the particle-hole matrix

The condition could also have been stated for the matrix with the mean subtracted, $G'(ij,kl)=G(ij,kl)-g(i,j)\,\overline{g(k,l)}$. Its positivity is the fluctuation bound itself, so the Pauli bounds would follow from antisymmetry alone, without the contraction rule or the trace. The hypothesis would look stronger, but for a reduced pair with $N>0$ the two conditions are equivalent, by the shift used above. Keeping $G$ unsubtracted leaves the condition linear in $D$ and $g$, and shows where the sharp particle number enters.
